# In two-site H₂ the ground-state on-top pair weight vanishes as $t/U\to0$, while a restricted determinant keeps at least 1/2

The electron pair is represented by a real spatial amplitude $\Psi_{ij}$, with $i,j\in\{0,1\}$ the sites of the two electrons and the singlet spin factor split off. The on-top pair density is summarised here by one number, the total probability $\sum_i\Psi_{ii}^2$ of finding both electrons on the same site. This is a site coincidence probability, not a density resolved in continuous space.

```lean
import Mathlib

open Matrix Filter Topology

namespace OnTopPairStretchedH2

noncomputable section
```

Each electron hops with amplitude $-t$, and double occupation costs $U$. In `pairHamiltonian`, `1 - i` is the other site.

```lean
/-- The two-electron Hamiltonian on two sites, acting on a spatial pair amplitude: each electron
hops with amplitude `-t`, and two electrons on the same site repel with energy `U`. -/
def pairHamiltonian (t U : ℝ) (Ψ : Fin 2 → Fin 2 → ℝ) : Fin 2 → Fin 2 → ℝ :=
  fun i j => -t * (Ψ (1 - i) j + Ψ i (1 - j)) + if i = j then U * Ψ i j else 0
```

The covalent coefficient $a$ and ionic coefficient $b$ enter as $\Psi_{01}=\Psi_{10}=a/\sqrt2$ and $\Psi_{00}=\Psi_{11}=b/\sqrt2$, so the on-top weight is $b^2$.

```lean
/-- The symmetric pair amplitude with covalent coefficient `a` and ionic coefficient `b`. -/
def pairState (a b : ℝ) : Fin 2 → Fin 2 → ℝ :=
  fun i j => (if i = j then b else a) / Real.sqrt 2

/-- The on-top pair weight: the total squared amplitude for both electrons on the same site. -/
def onTop (Ψ : Fin 2 → Fin 2 → ℝ) : ℝ := ∑ i, Ψ i i ^ 2

/-- The covalent-ionic Hamiltonian matrix with hopping parameter `t` and on-site energy `U`. -/
def covalentIonic (t U : ℝ) : Matrix (Fin 2) (Fin 2) ℝ := !![0, -2 * t; -2 * t, U]
```

## The state is a unit vector at the lowest eigenvalue

`IsGroundState` requires $a^2+b^2=1$, which makes $b^2$ a probability, and an eigenvalue $E$ below which the matrix has no other. Without normalisation, $b^2$ could be rescaled at will. Without minimality, the upper eigenvector would qualify, and its weight exceeds $1/2$ for $U>0$.

```lean
/-- `E` is an eigenvalue of `H`, and no eigenvalue of `H` lies below it. -/
def IsLowestEigenvalue (H : Matrix (Fin 2) (Fin 2) ℝ) (E : ℝ) : Prop :=
  (∃ v : Fin 2 → ℝ, v ≠ 0 ∧ H *ᵥ v = E • v) ∧
    ∀ (μ : ℝ) (v : Fin 2 → ℝ), v ≠ 0 → H *ᵥ v = μ • v → E ≤ μ

/-- `(a, b)` is a real unit eigenvector for the lowest eigenvalue of the covalent-ionic matrix. -/
def IsGroundState (t U a b : ℝ) : Prop :=
  a ^ 2 + b ^ 2 = 1 ∧ ∃ E, IsLowestEigenvalue (covalentIonic t U) E ∧
    covalentIonic t U *ᵥ ![a, b] = E • ![a, b]

/-- The closed expression for the ground-state energy of the covalent-ionic model. -/
def groundEnergy (t U : ℝ) : ℝ := (U - Real.sqrt (U ^ 2 + 16 * t ^ 2)) / 2
```

Applying the Hamiltonian to the amplitude gives $-2tb/\sqrt2$ off the diagonal and $(-2ta+Ub)/\sqrt2$ on it. These are the two components of the matrix applied to $(a,b)$, divided by $\sqrt2$, as the next two lemmas confirm. The third lemma identifies the on-top weight with $b^2$.

```lean
/-- The action of the covalent-ionic matrix on a vector of coefficients. -/
theorem covalentIonic_mulVec (t U : ℝ) (v : Fin 2 → ℝ) :
    covalentIonic t U *ᵥ v = ![-2 * t * v 1, -2 * t * v 0 + U * v 1] := by
  ext i
  fin_cases i <;> simp [covalentIonic, Matrix.mulVec, dotProduct, Fin.sum_univ_two]

/-- On covalent-ionic pair amplitudes the two-site Hamiltonian acts as the
covalent-ionic matrix. -/
theorem pairHamiltonian_pairState (t U a b : ℝ) :
    pairHamiltonian t U (pairState a b) =
      pairState ((covalentIonic t U *ᵥ ![a, b]) 0) ((covalentIonic t U *ᵥ ![a, b]) 1) := by
  rw [covalentIonic_mulVec]
  funext i j
  fin_cases i <;> fin_cases j <;> simp [pairHamiltonian, pairState] <;> ring

/-- The on-top pair weight of a covalent-ionic state is its squared ionic coefficient. -/
theorem onTop_pairState (a b : ℝ) : onTop (pairState a b) = b ^ 2 := by
  have h : Real.sqrt 2 ^ 2 = 2 := Real.sq_sqrt (by norm_num)
  simp only [onTop, pairState, ↓reduceIte, div_pow, h, Fin.sum_univ_two]
  ring
```

## Hopping is present: $t>0$

Hopping mixes the covalent and ionic configurations. The eigenvector equations are
$$-2tb=Ea,\qquad -2ta+Ub=Eb.$$
Multiplying the second by $E$ and inserting the first gives $(E^2-UE-4t^2)b=0$. If $b=0$, the second equation and $t\ne0$ force $a=0$, so an eigenvector has $b\ne0$. With $s=\sqrt{U^2+16t^2}$, the roots are $(U\pm s)/2$, and the lowest is $E=(U-s)/2$. This is also the lowest energy of the full two-site model with two electrons: the remaining singlet, with $\Psi_{00}=-\Psi_{11}$ and $\Psi_{01}=\Psi_{10}=0$, has energy $U$, the triplet has energy $0$, and both lie above $E$ because $s>|U|$. This comparison is not formalised; the Lean definition of a ground state refers to the covalent-ionic matrix.

`groundEnergy_isLowest` needs only $t\ne0$, to ensure that its trial vector $(2t,-E)$ is nonzero. For minimality it derives the secular equation for any eigenvalue $\mu$; assuming $\mu<E$ gives $s<U-2\mu$, which contradicts $s^2=(U-2\mu)^2$.

```lean
/-- For nonzero hopping, `groundEnergy t U` is the lowest eigenvalue of the
covalent-ionic matrix. -/
theorem groundEnergy_isLowest {t : ℝ} (U : ℝ) (ht : t ≠ 0) :
    IsLowestEigenvalue (covalentIonic t U) (groundEnergy t U) := by
  have hs2 := Real.sq_sqrt (by positivity : 0 ≤ U ^ 2 + 16 * t ^ 2)
  have hs0 := Real.sqrt_nonneg (U ^ 2 + 16 * t ^ 2)
  have hg : groundEnergy t U ^ 2 - U * groundEnergy t U - 4 * t ^ 2 = 0 := by
    unfold groundEnergy
    linear_combination (1 / 4) * hs2
  refine ⟨⟨![2 * t, -groundEnergy t U], ?_, ?_⟩, ?_⟩
  · intro h
    have h0 : 2 * t = 0 := congrFun h 0
    exact ht (by linarith)
  · rw [covalentIonic_mulVec]
    ext i
    fin_cases i
    · show -2 * t * (-groundEnergy t U) = groundEnergy t U * (2 * t)
      ring
    · show -2 * t * (2 * t) + U * (-groundEnergy t U) = groundEnergy t U * (-groundEnergy t U)
      linear_combination hg
  · intro μ v hv h
    rw [covalentIonic_mulVec] at h
    have h0 : -2 * t * v 1 = μ * v 0 := congrFun h 0
    have h1 : -2 * t * v 0 + U * v 1 = μ * v 1 := congrFun h 1
    -- every eigenvalue solves the secular equation
    have hμ : μ ^ 2 - U * μ - 4 * t ^ 2 = 0 := by
      by_contra hne
      have k0 : (μ ^ 2 - U * μ - 4 * t ^ 2) * v 0 = 0 := by
        linear_combination -(μ - U) * h0 + 2 * t * h1
      have k1 : (μ ^ 2 - U * μ - 4 * t ^ 2) * v 1 = 0 := by
        linear_combination 2 * t * h0 - μ * h1
      apply hv
      ext i
      fin_cases i
      · exact (mul_eq_zero.mp k0).resolve_left hne
      · exact (mul_eq_zero.mp k1).resolve_left hne
    unfold groundEnergy
    by_contra hlt
    have hlt' : Real.sqrt (U ^ 2 + 16 * t ^ 2) < U - 2 * μ := by linarith [not_le.mp hlt]
    nlinarith
```

Dividing the trial vector by its length gives an explicit ground state, so the hypotheses on $(a,b)$ can be met for all $t,U>0$.

```lean
/-- An explicit normalised ground state of the covalent-ionic model for all `t, U > 0`. -/
theorem isGroundState_witness {t U : ℝ} (ht : 0 < t) (_hU : 0 < U) :
    IsGroundState t U (2 * t / Real.sqrt (4 * t ^ 2 + groundEnergy t U ^ 2))
      (-groundEnergy t U / Real.sqrt (4 * t ^ 2 + groundEnergy t U ^ 2)) := by
  have hs2 := Real.sq_sqrt (by positivity : 0 ≤ U ^ 2 + 16 * t ^ 2)
  have hg : groundEnergy t U ^ 2 - U * groundEnergy t U - 4 * t ^ 2 = 0 := by
    unfold groundEnergy
    linear_combination (1 / 4) * hs2
  have hN := Real.sqrt_pos.mpr (by positivity : 0 < 4 * t ^ 2 + groundEnergy t U ^ 2)
  have hN2 := Real.sq_sqrt (by positivity : 0 ≤ 4 * t ^ 2 + groundEnergy t U ^ 2)
  generalize Real.sqrt (4 * t ^ 2 + groundEnergy t U ^ 2) = N at hN hN2 ⊢
  refine ⟨?_, groundEnergy t U, groundEnergy_isLowest U ht.ne', ?_⟩
  · rw [div_pow, div_pow, ← add_div, div_eq_one_iff_eq (pow_pos hN 2).ne']
    linear_combination -hN2
  · rw [covalentIonic_mulVec]
    ext i
    fin_cases i
    · show -2 * t * (-groundEnergy t U / N) = groundEnergy t U * (2 * t / N)
      ring
    · show -2 * t * (2 * t / N) + U * (-groundEnergy t U / N) =
        groundEnergy t U * (-groundEnergy t U / N)
      linear_combination hg / N
```

At $t=0$ with $U>0$ the ground state is purely covalent and its weight is zero. The sign of $t$ affects only the relative sign of $a$ and $b$.

## The electrons repel: $U>0$

Inserting $E$ into the second eigenvector equation gives $b(U+s)=4ta$. Square it, then use $a^2=1-b^2$ and $16t^2=(s-U)(s+U)$:
$$b^2(U+s)^2=(s-U)(s+U)(1-b^2).$$
Cancelling $U+s>0$ leaves $2sb^2=s-U$, hence
$$b^2=\tfrac12\left(1-\frac Us\right).$$

`onTop_ground_eq` first identifies the eigenvalue in `IsGroundState` with `groundEnergy` by using minimality in both directions. Its `h2` and `h3` are the equation before squaring and the result after cancellation.

```lean
/-- The exact on-top pair weight of the ground state as a function of `t` and `U`. -/
theorem onTop_ground_eq {t U a b : ℝ} (ht : 0 < t) (hU : 0 < U) (h : IsGroundState t U a b) :
    onTop (pairState a b) = (1 - U / Real.sqrt (U ^ 2 + 16 * t ^ 2)) / 2 := by
  obtain ⟨n, E, ⟨⟨w, hw, hwE⟩, hmin⟩, hv⟩ := h
  obtain ⟨⟨u, hu, huE⟩, hmin'⟩ := groundEnergy_isLowest U ht.ne'
  have hE : E = groundEnergy t U := le_antisymm (hmin _ u hu huE) (hmin' _ w hw hwE)
  rw [covalentIonic_mulVec, hE] at hv
  have h1 : -2 * t * a + U * b = groundEnergy t U * b := congrFun hv 1
  unfold groundEnergy at h1
  have hs2 := Real.sq_sqrt (by positivity : 0 ≤ U ^ 2 + 16 * t ^ 2)
  have hs := Real.sqrt_pos.mpr (by positivity : 0 < U ^ 2 + 16 * t ^ 2)
  rw [onTop_pairState]
  generalize Real.sqrt (U ^ 2 + 16 * t ^ 2) = s at h1 hs2 hs ⊢
  have h2 : b * (U + s) = 4 * t * a := by linear_combination 2 * h1
  -- square the eigenvector equation, insert the normalisation, and cancel `U + s`
  have h3 : 2 * b ^ 2 * s = s - U := by
    apply mul_left_cancel₀ (by positivity : U + s ≠ 0)
    linear_combination (b * (U + s) + 4 * t * a) * h2 + 16 * t ^ 2 * n - (1 - b ^ 2) * hs2
  have h4 : U / s = 1 - 2 * b ^ 2 := by
    rw [div_eq_iff hs.ne']
    linarith
  linarith
```

Multiplying $2sb^2=s-U$ by $s+U$ gives $8t^2=b^2s(s+U)$, which is `key` below. Since $0<U<s$, we have $2U^2\le s(s+U)\le2s^2$, and therefore
$$\frac{4t^2}{U^2+16t^2}\le b^2\le\frac{4t^2}{U^2}.$$
Positivity of $U/s$ gives $b^2<1/2$.

```lean
/-- The ground-state on-top pair weight lies between `4t²/(U² + 16t²)` and `4t²/U²`,
and is always below `1/2`. -/
theorem onTop_ground_bounds {t U a b : ℝ} (ht : 0 < t) (hU : 0 < U)
    (h : IsGroundState t U a b) :
    4 * t ^ 2 / (U ^ 2 + 16 * t ^ 2) ≤ onTop (pairState a b) ∧
      onTop (pairState a b) ≤ 4 * t ^ 2 / U ^ 2 ∧ onTop (pairState a b) < 1 / 2 := by
  have hx := onTop_ground_eq ht hU h
  have hs2 := Real.sq_sqrt (by positivity : 0 ≤ U ^ 2 + 16 * t ^ 2)
  have hUs : U < Real.sqrt (U ^ 2 + 16 * t ^ 2) :=
    Real.lt_sqrt_of_sq_lt (by linarith [pow_pos ht 2])
  rw [onTop_pairState] at hx ⊢
  rw [← hs2]
  generalize Real.sqrt (U ^ 2 + 16 * t ^ 2) = s at hx hs2 hUs ⊢
  have hs : 0 < s := hU.trans hUs
  have hc : U / s * s = U := div_mul_cancel₀ _ hs.ne'
  have hw : 2 * b ^ 2 * s = s - U := by linear_combination 2 * s * hx - hc
  have key : 8 * t ^ 2 = b ^ 2 * (s * (s + U)) := by
    linear_combination -(s + U) / 2 * hw - 1 / 2 * hs2
  refine ⟨?_, ?_, ?_⟩
  · rw [div_le_iff₀ (pow_pos hs 2)]
    have q : s * (s + U) ≤ 2 * s ^ 2 := by nlinarith
    linarith [mul_le_mul_of_nonneg_left q (sq_nonneg b)]
  · rw [le_div_iff₀ (pow_pos hU 2)]
    have q : 2 * U ^ 2 ≤ s * (s + U) := by nlinarith
    linarith [mul_le_mul_of_nonneg_left q (sq_nonneg b)]
  · have : 0 < U / s := div_pos hU hs
    linarith
```

At $U=0$ the weight is exactly $1/2$. For attractive $U<0$ the ionic part dominates, and the upper bound fails when $|U|/t$ is large.

## Stretching means $t/U\to0$

Pulling the atoms apart suppresses hopping relative to repulsion. The model takes this limit as a hypothesis and does not derive $t$ from a bond length. With $t>0$ and $U>0$ for every member of the family, the weight is squeezed between $0$ and $4(t/U)^2$, along any filter and for any choice of ground states. Repulsion is essential here: for $U<0$ the weight would tend to $1$ as $t/U\to0$. If $t/U$ tended to $c>0$ instead, the weight would tend to $\tfrac12(1-1/\sqrt{1+16c^2})>0$.

```lean
/-- Along any family of ground states with `t/U → 0`, the on-top pair weight tends to zero. -/
theorem onTop_ground_tendsto_zero {ι : Type*} {l : Filter ι} {t U a b : ι → ℝ}
    (ht : ∀ i, 0 < t i) (hU : ∀ i, 0 < U i) (hg : ∀ i, IsGroundState (t i) (U i) (a i) (b i))
    (h : Tendsto (fun i => t i / U i) l (𝓝 0)) :
    Tendsto (fun i => onTop (pairState (a i) (b i))) l (𝓝 0) := by
  have h2 : Tendsto (fun i => 4 * (t i / U i) ^ 2) l (𝓝 0) := by
    simpa using (h.pow 2).const_mul 4
  refine squeeze_zero (fun i => ?_) (fun i => ?_) h2
  · rw [onTop_pairState]
    exact sq_nonneg _
  · calc onTop (pairState (a i) (b i)) ≤ 4 * t i ^ 2 / U i ^ 2 :=
          (onTop_ground_bounds (ht i) (hU i) (hg i)).2.1
      _ = 4 * (t i / U i) ^ 2 := by ring
```

## Both electrons share one normalised real orbital

A restricted determinant has $\Psi_{ij}=\varphi_i\varphi_j$. Put $p=\varphi_0^2$ and $q=\varphi_1^2$, with $p+q=1$. Then
$$p^2+q^2=\tfrac12(p+q)^2+\tfrac12(p-q)^2=\tfrac12+\tfrac12(p-q)^2.$$
The weight is at least $1/2$, with equality exactly for equal populations, as in the symmetric bonding orbital. Normalisation enters through `hφ` in `key`; without it, scaling $\varphi$ down would make the weight arbitrarily small.

```lean
/-- A restricted determinant, with both electrons in one normalised real orbital `φ`, has on-top
pair weight at least `1/2`, with equality exactly when the two sites are equally populated. -/
theorem onTop_restricted (φ : Fin 2 → ℝ) (hφ : φ 0 ^ 2 + φ 1 ^ 2 = 1) :
    1 / 2 ≤ onTop (fun i j => φ i * φ j) ∧
      (onTop (fun i j => φ i * φ j) = 1 / 2 ↔ φ 0 ^ 2 = φ 1 ^ 2) := by
  -- the excess over one half is half the squared population difference
  have key : onTop (fun i j => φ i * φ j) = 1 / 2 + (φ 0 ^ 2 - φ 1 ^ 2) ^ 2 / 2 := by
    simp only [onTop, Fin.sum_univ_two]
    linear_combination (φ 0 ^ 2 + φ 1 ^ 2 + 1) / 2 * hφ
  rw [key]
  refine ⟨by linarith [sq_nonneg (φ 0 ^ 2 - φ 1 ^ 2)], fun h => ?_, fun h => ?_⟩
  · have h0 : (φ 0 ^ 2 - φ 1 ^ 2) ^ 2 = 0 := by linarith
    exact sub_eq_zero.mp (pow_eq_zero_iff (two_ne_zero)|>.mp h0)
  · rw [h]
    ring

end

end OnTopPairStretchedH2
```

For density-based basis-set corrections that take the on-top pair density as input, this two-site, two-electron model shows that a restricted determinant supplies a qualitatively wrong value at dissociation.

```lean
#print axioms OnTopPairStretchedH2.pairHamiltonian_pairState
#print axioms OnTopPairStretchedH2.onTop_ground_tendsto_zero
#print axioms OnTopPairStretchedH2.onTop_restricted
```

```
'OnTopPairStretchedH2.pairHamiltonian_pairState' depends on axioms: [propext, Classical.choice, Quot.sound]
'OnTopPairStretchedH2.onTop_ground_tendsto_zero' depends on axioms: [propext, Classical.choice, Quot.sound]
'OnTopPairStretchedH2.onTop_restricted' depends on axioms: [propext, Classical.choice, Quot.sound]
```
